# An uncertainty relation for the angular momentum of a planar rotor and the cosine and sine of its angle

Set $\hbar=1$ and let $\varphi$ be the angle of a planar rotor. Wave functions are maps $\psi:\mathbb R\to\mathbb C$, and integrals run over one turn, from $0$ to $2\pi$.

```lean
import Mathlib

open scoped Real ComplexConjugate

namespace RotorUncertainty

noncomputable section
```

The hypothesis `RotorState ψ` says that $\psi$ is differentiable with continuous derivative, has period $2\pi$, and satisfies $\int|\psi|^2\,d\varphi=1$. These are pure states of a single angle. Square-integrable states with less smoothness are not covered.

```lean
/-- A continuously differentiable, `2π`-periodic, normalized wave function of a planar rotor. -/
structure RotorState (ψ : ℝ → ℂ) : Prop where
  differentiable : Differentiable ℝ ψ
  continuous_deriv : Continuous (deriv ψ)
  periodic : Function.Periodic ψ (2 * π)
  normalized : (∫ φ in (0 : ℝ)..(2 * π), ‖ψ φ‖ ^ 2) = 1
```

The angular momentum operator is $L=-i\,d/d\varphi$, written `angMom`.

```lean
/-- The angular momentum operator `L = -i d/dφ` (with `ħ = 1`). -/
def angMom (ψ : ℝ → ℂ) (φ : ℝ) : ℂ := -Complex.I * deriv ψ φ
```

Its mean is defined as a real number, $\langle L\rangle=\int\mathrm{Re}(\psi^*L\psi)\,d\varphi$. Part (c) justifies taking the real part.

```lean
/-- The mean angular momentum, the integral of the real part of `ψ* Lψ`. -/
def meanL (ψ : ℝ → ℂ) : ℝ := ∫ φ in (0 : ℝ)..(2 * π), (conj (ψ φ) * angMom ψ φ).re
```

The variance is $\mathrm{Var}(L)=\int|L\psi|^2\,d\varphi-\langle L\rangle^2$.

```lean
/-- The variance `‖Lψ‖² - ⟨L⟩²` of the angular momentum. -/
def varL (ψ : ℝ → ℂ) : ℝ := (∫ φ in (0 : ℝ)..(2 * π), ‖angMom ψ φ‖ ^ 2) - meanL ψ ^ 2
```

A real function $f$ of the angle has mean $\langle f\rangle=\int f|\psi|^2\,d\varphi$,

```lean
/-- The mean of a function of the angle in the density `|ψ|²`. -/
def mean (ψ : ℝ → ℂ) (f : ℝ → ℝ) : ℝ := ∫ φ in (0 : ℝ)..(2 * π), f φ * ‖ψ φ‖ ^ 2
```

and variance $\mathrm{Var}(f)=\langle f^2\rangle-\langle f\rangle^2$.

```lean
/-- The variance of a function of the angle in the density `|ψ|²`. -/
def var (ψ : ℝ → ℂ) (f : ℝ → ℝ) : ℝ := mean ψ (fun φ => f φ ^ 2) - mean ψ f ^ 2
```

Finally, let $s=2\,\mathrm{Re}(\psi^*\psi')$, written out in real and imaginary parts as `slope`.

```lean
/-- The expression `2 Re(ψ* ψ')` for the slope of the density. -/
def slope (ψ : ℝ → ℂ) (φ : ℝ) : ℝ :=
  2 * ((ψ φ).re * (deriv ψ φ).re + (ψ φ).im * (deriv ψ φ).im)
```

From here on, $\psi$ is a rotor state, meaning that it satisfies `RotorState ψ`, and $f$ is differentiable with continuous derivative $f'$ and satisfies $f(2\pi)=f(0)$. The angle $f(\varphi)=\varphi$ itself fails this endpoint condition, whereas $\cos\varphi$ and $\sin\varphi$ meet it.

## (a) Continuity of the slope

**Task.** Show that $s=2(\mathrm{Re}\,\psi\,\mathrm{Re}\,\psi'+\mathrm{Im}\,\psi\,\mathrm{Im}\,\psi')$ is continuous for a rotor state.

**Solution.** Both $\psi$ and $\psi'$ are continuous, hence so are their real and imaginary parts, and sums and products preserve continuity. The Lean proof assembles the same facts.

```lean
variable {ψ : ℝ → ℂ} {f f' : ℝ → ℝ}

/-- The slope of the density of a rotor state is continuous. -/
theorem continuous_slope (hψ : RotorState ψ) : Continuous (slope ψ) := by
  have hc := hψ.differentiable.continuous
  have hd := hψ.continuous_deriv
  exact continuous_const.mul
    (((Complex.continuous_re.comp hc).mul (Complex.continuous_re.comp hd)).add
      ((Complex.continuous_im.comp hc).mul (Complex.continuous_im.comp hd)))
```

## (b) The vanishing boundary term

**Task.** Show that
$$\int_0^{2\pi}\left(f'|\psi|^2+f s\right)d\varphi=0.$$

**Solution.** Differentiating $|\psi|^2=(\mathrm{Re}\,\psi)^2+(\mathrm{Im}\,\psi)^2$ gives $s$, so the integrand is $(f|\psi|^2)'$. The integral is therefore $f(2\pi)|\psi(2\pi)|^2-f(0)|\psi(0)|^2$, which vanishes because $\psi(2\pi)=\psi(0)$ and $f(2\pi)=f(0)$.

In the code, `hd` is the derivative of the density and `h` is the fundamental theorem of calculus.

```lean
/-- The derivative of `f |ψ|²` integrates to zero over one turn if `f(2π) = f(0)`. -/
theorem boundary_term_vanishes (hψ : RotorState ψ) (hf : ∀ φ, HasDerivAt f (f' φ) φ)
    (hf' : Continuous f') (hp : f (2 * π) = f 0) :
    (∫ φ in (0 : ℝ)..(2 * π), (f' φ * ‖ψ φ‖ ^ 2 + f φ * slope ψ φ)) = 0 := by
  have hc : Continuous f := continuous_iff_continuousAt.2 fun φ => (hf φ).continuousAt
  have hρ : Continuous fun φ => ‖ψ φ‖ ^ 2 := hψ.differentiable.continuous.norm.pow 2
  have hd : ∀ φ, HasDerivAt (fun x => ‖ψ x‖ ^ 2) (slope ψ φ) φ := fun φ =>
    (hψ.differentiable φ).hasDerivAt.norm_sq.congr_deriv (by
      simp only [slope, Complex.inner, Complex.mul_re, Complex.conj_re, Complex.conj_im]
      ring)
  have h : (∫ φ in (0 : ℝ)..(2 * π), (f' φ * ‖ψ φ‖ ^ 2 + f φ * slope ψ φ))
      = f (2 * π) * ‖ψ (2 * π)‖ ^ 2 - f 0 * ‖ψ 0‖ ^ 2 :=
    intervalIntegral.integral_eq_sub_of_hasDerivAt (f := fun φ => f φ * ‖ψ φ‖ ^ 2)
      (fun φ _ => (hf φ).fun_mul (hd φ))
      (((hf'.mul hρ).add (hc.mul (continuous_slope hψ))).intervalIntegrable _ _)
  have h0 : ψ (2 * π) = ψ 0 := by simpa using hψ.periodic 0
  rw [h, hp, h0, sub_self]
```

## (c) A real expectation value

**Task.** Show that the full complex expectation value is
$$\int_0^{2\pi}\psi^*L\psi\,d\varphi=\langle L\rangle.$$

**Solution.** Since $\psi^*L\psi=-i\psi^*\psi'$, its imaginary part is $-\mathrm{Re}(\psi^*\psi')=-s/2$. Part (b) with $f=1$ gives $\int s\,d\varphi=0$, so only the real part survives.

Lean makes this split pointwise in `h` and integrates the two terms separately.

```lean
/-- The complex expectation value `⟨ψ, Lψ⟩` is real and equals `meanL ψ`. -/
theorem expectation_real (hψ : RotorState ψ) :
    (∫ φ in (0 : ℝ)..(2 * π), conj (ψ φ) * angMom ψ φ) = (meanL ψ : ℂ) := by
  have h0 : (∫ φ in (0 : ℝ)..(2 * π), slope ψ φ) = 0 := by
    simpa using boundary_term_vanishes hψ (f := fun _ => 1) (f' := fun _ => 0)
      (fun φ => hasDerivAt_const φ 1) continuous_const rfl
  have h : ∀ φ, conj (ψ φ) * angMom ψ φ = (((conj (ψ φ) * angMom ψ φ).re : ℝ) : ℂ)
      + ((slope ψ φ : ℝ) : ℂ) * (((-1 / 2 : ℝ) : ℂ) * Complex.I) := by
    intro φ
    apply Complex.ext <;> simp [angMom, slope]
    ring
  have hB : Continuous fun φ => (conj (ψ φ) * angMom ψ φ).re :=
    Complex.continuous_re.comp ((Complex.continuous_conj.comp hψ.differentiable.continuous).mul
      (continuous_const.mul hψ.continuous_deriv))
  have i1 : IntervalIntegrable (fun φ => (((conj (ψ φ) * angMom ψ φ).re : ℝ) : ℂ))
      MeasureTheory.volume 0 (2 * π) :=
    (Complex.continuous_ofReal.comp hB).intervalIntegrable _ _
  have i2 : IntervalIntegrable
      (fun φ => ((slope ψ φ : ℝ) : ℂ) * (((-1 / 2 : ℝ) : ℂ) * Complex.I))
      MeasureTheory.volume 0 (2 * π) :=
    ((Complex.continuous_ofReal.comp (continuous_slope hψ)).mul
      continuous_const).intervalIntegrable _ _
  rw [intervalIntegral.integral_congr (fun φ _ => h φ), intervalIntegral.integral_add i1 i2,
    intervalIntegral.integral_mul_const, intervalIntegral.integral_ofReal,
    intervalIntegral.integral_ofReal, h0]
  simp [meanL]
```

## (d) Integrating a sum of seven terms

**Task.** For continuous real functions $A,B,C,D,E,P,Q$ and real constants $b,c,d,e,p,q$, show that
$$\int(A+bB+cC+dD+eE+pP+qQ)=\int A+b\!\int\! B+c\!\int\! C+d\!\int\! D+e\!\int\! E+p\!\int\! P+q\!\int\! Q.$$

**Solution.** Continuous functions are integrable over one turn, so additivity applies six times and the constants come out. This is the bookkeeping for part (e).

```lean
/-- Integration over one turn is linear on combinations of seven continuous functions. -/
theorem integral_comb {A B C D E P Q : ℝ → ℝ} (b c d e p q : ℝ) (hA : Continuous A)
    (hB : Continuous B) (hC : Continuous C) (hD : Continuous D) (hE : Continuous E)
    (hP : Continuous P) (hQ : Continuous Q) :
    (∫ φ in (0 : ℝ)..(2 * π),
      (A φ + b * B φ + c * C φ + d * D φ + e * E φ + p * P φ + q * Q φ)) =
    (∫ φ in (0 : ℝ)..(2 * π), A φ) + b * (∫ φ in (0 : ℝ)..(2 * π), B φ)
      + c * (∫ φ in (0 : ℝ)..(2 * π), C φ) + d * (∫ φ in (0 : ℝ)..(2 * π), D φ)
      + e * (∫ φ in (0 : ℝ)..(2 * π), E φ) + p * (∫ φ in (0 : ℝ)..(2 * π), P φ)
      + q * (∫ φ in (0 : ℝ)..(2 * π), Q φ) := by
  rw [intervalIntegral.integral_add, intervalIntegral.integral_add,
    intervalIntegral.integral_add, intervalIntegral.integral_add,
    intervalIntegral.integral_add, intervalIntegral.integral_add]
  · simp only [intervalIntegral.integral_const_mul]
  all_goals exact Continuous.intervalIntegrable (by fun_prop) _ _
```

## (e) A squared norm in terms of means and variances

**Task.** For real $l,m,t$, show that
$$\int_0^{2\pi}\left|(L-l)\psi+it(f-m)\psi\right|^2d\varphi=\mathrm{Var}(L)+(\langle L\rangle-l)^2+t^2\left[\mathrm{Var}(f)+(\langle f\rangle-m)^2\right]+t\langle f'\rangle.$$

**Solution.** Expand the square. The first term integrates to
$$\int|L\psi|^2d\varphi-2l\langle L\rangle+l^2=\mathrm{Var}(L)+(\langle L\rangle-l)^2.$$
The second gives
$$t^2\left(\langle f^2\rangle-2m\langle f\rangle+m^2\right)=t^2\left[\mathrm{Var}(f)+(\langle f\rangle-m)^2\right].$$
In the cross term the part with $l$ is purely imaginary and drops out. Because $(L\psi)^*=i\psi'^*$, what remains is
$$2t(f-m)\,\mathrm{Re}(i\cdot i\,\psi\psi'^*)=-t(f-m)s.$$
Part (b), applied to $f-m$, gives $\int(f-m)s\,d\varphi=-\langle f'\rangle$, so the cross term contributes $t\langle f'\rangle$.

In Lean, `hG` is this use of part (b), and `key` is part (d) for the terms of the expansion. The two final `ring` calls check the pointwise expansion and the regrouping into variances.

```lean
/-- The squared norm of `(L - l)ψ + i t (f - m)ψ` in terms of means and variances. -/
theorem norm_sq_identity (hψ : RotorState ψ) (hf : ∀ φ, HasDerivAt f (f' φ) φ)
    (hf' : Continuous f') (hp : f (2 * π) = f 0) (l m t : ℝ) :
    (∫ φ in (0 : ℝ)..(2 * π),
      ‖angMom ψ φ - l * ψ φ + Complex.I * ((t * (f φ - m) : ℝ) : ℂ) * ψ φ‖ ^ 2) =
    varL ψ + (meanL ψ - l) ^ 2 + t ^ 2 * (var ψ f + (mean ψ f - m) ^ 2) + t * mean ψ f' := by
  have hc : Continuous f := continuous_iff_continuousAt.2 fun φ => (hf φ).continuousAt
  have hψc := hψ.differentiable.continuous
  have hL : Continuous (angMom ψ) := continuous_const.mul hψ.continuous_deriv
  have hs := continuous_slope hψ
  have hA : Continuous fun φ => ‖angMom ψ φ‖ ^ 2 := hL.norm.pow 2
  have hB : Continuous fun φ => (conj (ψ φ) * angMom ψ φ).re :=
    Complex.continuous_re.comp ((Complex.continuous_conj.comp hψc).mul hL)
  have hC : Continuous fun φ => ‖ψ φ‖ ^ 2 := hψc.norm.pow 2
  have hD : Continuous fun φ => f φ ^ 2 * ‖ψ φ‖ ^ 2 := (hc.pow 2).mul hC
  have hE : Continuous fun φ => f φ * ‖ψ φ‖ ^ 2 := hc.mul hC
  have hP : Continuous fun φ => f' φ * ‖ψ φ‖ ^ 2 := hf'.mul hC
  have hQ : Continuous fun φ => f' φ * ‖ψ φ‖ ^ 2 + (f φ - m) * slope ψ φ :=
    hP.add ((hc.sub continuous_const).mul hs)
  -- the derivative of `(f - m) |ψ|²` integrates to zero over one turn
  have hG : (∫ φ in (0 : ℝ)..(2 * π), (f' φ * ‖ψ φ‖ ^ 2 + (f φ - m) * slope ψ φ)) = 0 :=
    boundary_term_vanishes hψ (f := fun φ => f φ - m) (fun φ => (hf φ).sub_const m) hf'
      (by simp only [hp])
  have key := integral_comb (-2 * l) (l ^ 2 + t ^ 2 * m ^ 2) (t ^ 2) (-2 * t ^ 2 * m) t (-t)
    hA hB hC hD hE hP hQ
  beta_reduce at key
  rw [hψ.normalized, hG] at key
  refine (intervalIntegral.integral_congr fun φ _ => ?_).trans (key.trans ?_)
  · simp only [Complex.sq_norm, Complex.normSq_apply, angMom, slope, Complex.add_re,
      Complex.add_im, Complex.sub_re, Complex.sub_im, Complex.mul_re, Complex.mul_im,
      Complex.neg_re, Complex.neg_im, Complex.I_re, Complex.I_im, Complex.conj_re,
      Complex.conj_im, Complex.ofReal_re, Complex.ofReal_im]
    ring
  · simp only [varL, var, mean, meanL]
    ring
```

## (f) The bound for one function of the angle

**Task.** Show that
$$\mathrm{Var}(L)\,\mathrm{Var}(f)\ge\tfrac14\langle f'\rangle^2.$$

**Solution.** Put $l=\langle L\rangle$ and $m=\langle f\rangle$ in part (e). The left side is nonnegative, so
$$\mathrm{Var}(f)\,t^2+\langle f'\rangle t+\mathrm{Var}(L)\ge0\quad\text{for every real }t.$$
Hence $\langle f'\rangle^2-4\,\mathrm{Var}(f)\,\mathrm{Var}(L)\le0$. If $\mathrm{Var}(f)=0$, the expression is linear in $t$ and can stay nonnegative only if $\langle f'\rangle=0$, so the bound still holds. Mathlib's `discrim_le_zero` includes that case.

```lean
/-- For a continuously differentiable `f` with `f(2π) = f(0)`, `Var(L) Var(f) ≥ ⟨f'⟩²/4`. -/
theorem uncertainty_function (hψ : RotorState ψ) (hf : ∀ φ, HasDerivAt f (f' φ) φ)
    (hf' : Continuous f') (hp : f (2 * π) = f 0) :
    mean ψ f' ^ 2 / 4 ≤ varL ψ * var ψ f := by
  -- a quadratic in `t` that is never negative has no positive discriminant
  have h : discrim (var ψ f) (mean ψ f') (varL ψ) ≤ 0 := discrim_le_zero fun t => by
    have h1 := (intervalIntegral.integral_nonneg (by positivity)
      (fun φ _ => by exact sq_nonneg _)).trans_eq
        (norm_sq_identity hψ hf hf' hp (meanL ψ) (mean ψ f) t)
    linarith
  unfold discrim at h
  linarith
```

## (g) Cosine and sine together

**Task.** Show that
$$\mathrm{Var}(L)\left[\mathrm{Var}(\cos\varphi)+\mathrm{Var}(\sin\varphi)\right]\ge\tfrac14\left(\langle\cos\varphi\rangle^2+\langle\sin\varphi\rangle^2\right).$$

**Solution.** Part (f) with $f=\cos$ has $\langle f'\rangle^2=\langle\sin\varphi\rangle^2$, and with $f=\sin$ it has $\langle f'\rangle^2=\langle\cos\varphi\rangle^2$. Add the two inequalities. In Lean these are `h1` and `h2`, and `hn` handles the minus sign.

For a single planar rotor in a continuously differentiable pure state, a preferred orientation, in the sense that $\langle\cos\varphi\rangle$ and $\langle\sin\varphi\rangle$ are not both zero, therefore requires a nonzero spread in angular momentum, whatever potential acts on the rotor.

```lean
/-- Angular momentum and angle obey
`Var(L) (Var(cos φ) + Var(sin φ)) ≥ (⟨cos φ⟩² + ⟨sin φ⟩²)/4`. -/
theorem uncertainty_cos_sin (hψ : RotorState ψ) :
    (mean ψ Real.cos ^ 2 + mean ψ Real.sin ^ 2) / 4 ≤
      varL ψ * (var ψ Real.cos + var ψ Real.sin) := by
  have h1 := uncertainty_function hψ Real.hasDerivAt_cos Real.continuous_sin.neg (by simp)
  have h2 := uncertainty_function hψ Real.hasDerivAt_sin Real.continuous_cos (by simp)
  have hn : mean ψ (fun φ => -Real.sin φ) = -mean ψ Real.sin := by simp [mean]
  rw [hn, neg_sq] at h1
  linarith
```

## (h) A condition for equality

**Task.** Suppose that $L\psi=[\,l-it(f-m)]\psi$ for some real $l,m,t$. Show that
$$\mathrm{Var}(L)\,\mathrm{Var}(f)=\tfrac14\langle f'\rangle^2.$$

**Solution.** The left side of part (e) is now zero, so
$$\mathrm{Var}(L)+t^2\mathrm{Var}(f)+t\langle f'\rangle=-(\langle L\rangle-l)^2-t^2(\langle f\rangle-m)^2\le0.$$
By part (f) the same expression is nonnegative, so it vanishes. Multiplying it by $\mathrm{Var}(f)$ and completing the square gives
$$\mathrm{Var}(L)\,\mathrm{Var}(f)=\tfrac14\langle f'\rangle^2-\tfrac14\left(2t\,\mathrm{Var}(f)+\langle f'\rangle\right)^2\le\tfrac14\langle f'\rangle^2.$$
Part (f) supplies the opposite inequality. In the code, `s` is the statement that this expression vanishes, not the slope, and `e` is the identity with the completed square.

```lean
/-- If `(L - l)ψ = -i t (f - m)ψ` with real `l, m, t`, then `Var(L) Var(f) = ⟨f'⟩²/4`. -/
theorem saturation (hψ : RotorState ψ) (hf : ∀ φ, HasDerivAt f (f' φ) φ)
    (hf' : Continuous f') (hp : f (2 * π) = f 0) (l m t : ℝ)
    (hs : ∀ φ, angMom ψ φ = (l - Complex.I * ((t * (f φ - m) : ℝ) : ℂ)) * ψ φ) :
    varL ψ * var ψ f = mean ψ f' ^ 2 / 4 := by
  have z : ∀ φ, angMom ψ φ - l * ψ φ + Complex.I * ((t * (f φ - m) : ℝ) : ℂ) * ψ φ = 0 := by
    intro φ
    rw [hs φ]
    ring
  have q := norm_sq_identity hψ hf hf' hp l m t
  have q0 : (∫ φ in (0 : ℝ)..(2 * π),
      ‖angMom ψ φ - l * ψ φ + Complex.I * ((t * (f φ - m) : ℝ) : ℂ) * ψ φ‖ ^ 2) = 0 := by
    simp only [z]
    simp
  rw [q0] at q
  have r := uncertainty_function hψ hf hf' hp
  have q2 := (intervalIntegral.integral_nonneg (by positivity)
    (fun φ _ => by exact sq_nonneg _)).trans_eq
      (norm_sq_identity hψ hf hf' hp (meanL ψ) (mean ψ f) t)
  -- the quadratic has the real root `t`
  have s : varL ψ + t ^ 2 * var ψ f + t * mean ψ f' = 0 := le_antisymm
    (by linarith [sq_nonneg (meanL ψ - l), sq_nonneg (t * (mean ψ f - m))]) (by linarith)
  have e : varL ψ * var ψ f = mean ψ f' ^ 2 / 4 - (2 * t * var ψ f + mean ψ f') ^ 2 / 4 := by
    linear_combination var ψ f * s
  linarith [sq_nonneg (2 * t * var ψ f + mean ψ f')]
```

## (i) Von Mises states

For real $\kappa$, let $Z(\kappa)=\int_0^{2\pi}e^{2\kappa\cos\varphi}\,d\varphi$, written `weight κ`.

```lean
/-- The normalization integral of `exp(2κ cos φ)` over one turn. -/
def weight (κ : ℝ) : ℝ := ∫ φ in (0 : ℝ)..(2 * π), Real.exp (2 * κ * Real.cos φ)
```

For integer $n$, let $\psi_{\kappa,n}=Z(\kappa)^{-1/2}\,e^{\kappa\cos\varphi+in\varphi}$.

```lean
/-- The von Mises state, `exp(κ cos φ + i n φ)` divided by the root of `weight κ`. -/
def vonMises (κ : ℝ) (n : ℤ) (φ : ℝ) : ℂ :=
  (((√(weight κ))⁻¹ : ℝ) : ℂ) *
    Complex.exp (((κ * Real.cos φ : ℝ) : ℂ) + ((n * φ : ℝ) : ℂ) * Complex.I)
```

**Task.** Show that $\psi_{\kappa,n}$ is a rotor state and that
$$L\psi_{\kappa,n}=(n+i\kappa\sin\varphi)\,\psi_{\kappa,n}.$$

**Solution.** The chain rule gives $\psi_{\kappa,n}'=(-\kappa\sin\varphi+in)\psi_{\kappa,n}$, which is continuous. Multiplying by $-i$ gives the equation. The period is $2\pi$ because $e^{2\pi in}=1$. Since $|\psi_{\kappa,n}|^2=e^{2\kappa\cos\varphi}/Z(\kappa)$ and $Z(\kappa)>0$, the norm is one.

In Lean, `hd` is the derivative, and `hZ` and `hN` settle the normalization.

```lean
/-- The von Mises state is a rotor state and satisfies `Lψ = (n + i κ sin φ)ψ`. -/
theorem vonMises_witness (κ : ℝ) (n : ℤ) : RotorState (vonMises κ n) ∧
    ∀ φ, angMom (vonMises κ n) φ =
      (n + Complex.I * ((κ * Real.sin φ : ℝ) : ℂ)) * vonMises κ n φ := by
  have hd : ∀ φ, HasDerivAt (vonMises κ n)
      ((((-κ * Real.sin φ : ℝ) : ℂ) + n * Complex.I) * vonMises κ n φ) φ := by
    intro φ
    have h1 := ((Real.hasDerivAt_cos φ).const_mul κ).ofReal_comp
    have h2 := (((hasDerivAt_id' φ).const_mul (n : ℝ)).ofReal_comp).mul_const Complex.I
    have h3 := (h1.fun_add h2).cexp.const_mul (((√(weight κ))⁻¹ : ℝ) : ℂ)
    exact h3.congr_deriv (by simp only [vonMises]; push_cast; ring)
  have hdiff : Differentiable ℝ (vonMises κ n) := fun φ => (hd φ).differentiableAt
  refine ⟨⟨hdiff, ?_, ?_, ?_⟩, ?_⟩
  · rw [funext fun φ => (hd φ).deriv]
    exact (by fun_prop : Continuous fun φ : ℝ =>
      ((-κ * Real.sin φ : ℝ) : ℂ) + n * Complex.I).mul hdiff.continuous
  · intro φ
    have h : ((κ * Real.cos φ : ℝ) : ℂ) + ((n * (φ + 2 * π) : ℝ) : ℂ) * Complex.I =
        (((κ * Real.cos φ : ℝ) : ℂ) + ((n * φ : ℝ) : ℂ) * Complex.I)
          + n * (2 * π * Complex.I) := by
      push_cast
      ring
    simp only [vonMises, Real.cos_add_two_pi]
    rw [h, Complex.exp_add _ (n * (2 * π * Complex.I)), Complex.exp_int_mul_two_pi_mul_I, mul_one]
  · have hZ : 0 < weight κ := intervalIntegral.intervalIntegral_pos_of_pos
      (Continuous.intervalIntegrable (by fun_prop) _ _) (fun φ => Real.exp_pos _) (by positivity)
    have hN : ∀ φ, ‖vonMises κ n φ‖ ^ 2 = (weight κ)⁻¹ * Real.exp (2 * κ * Real.cos φ) := by
      intro φ
      have hre : (((κ * Real.cos φ : ℝ) : ℂ) + ((n * φ : ℝ) : ℂ) * Complex.I).re
          = κ * Real.cos φ := by
        simp only [Complex.add_re, Complex.mul_re, Complex.ofReal_re, Complex.ofReal_im,
          Complex.I_re, Complex.I_im]
        ring
      have he : Real.exp (κ * Real.cos φ) ^ 2 = Real.exp (2 * κ * Real.cos φ) := by
        rw [sq, ← Real.exp_add]
        congr 1
        ring
      rw [vonMises, norm_mul, Complex.norm_exp, hre, mul_pow, he, Complex.norm_real,
        Real.norm_eq_abs, sq_abs, inv_pow, Real.sq_sqrt hZ.le]
    simp only [hN]
    rw [intervalIntegral.integral_const_mul]
    exact inv_mul_cancel₀ hZ.ne'
  · intro φ
    rw [angMom, (hd φ).deriv]
    push_cast
    linear_combination (-(n : ℂ) * vonMises κ n φ) * Complex.I_sq
```

## (j) Equality for the sine

**Task.** Show that every $\psi_{\kappa,n}$ satisfies
$$\mathrm{Var}(L)\,\mathrm{Var}(\sin\varphi)=\tfrac14\langle\cos\varphi\rangle^2.$$

**Solution.** The equation in part (i) is the condition of part (h) with $f=\sin$, $l=n$, $m=0$ and $t=-\kappa$.

The equality concerns the sine alone. For $\kappa\ne0$ the summed inequality of part (g) is strict in these states, by a symmetry argument that the code does not contain: $\langle\sin\varphi\rangle=0$, while $\mathrm{Var}(L)\,\mathrm{Var}(\cos\varphi)>0$.

```lean
/-- In every von Mises state `Var(L) Var(sin φ) = ⟨cos φ⟩²/4`. -/
theorem vonMises_saturates (κ : ℝ) (n : ℤ) :
    varL (vonMises κ n) * var (vonMises κ n) Real.sin =
      mean (vonMises κ n) Real.cos ^ 2 / 4 := by
  obtain ⟨hψ, hL⟩ := vonMises_witness κ n
  refine saturation hψ Real.hasDerivAt_sin Real.continuous_cos (by simp) n 0 (-κ) fun φ => ?_
  rw [hL φ]
  push_cast
  ring

end

end RotorUncertainty
```

```lean
#print axioms RotorUncertainty.expectation_real
#print axioms RotorUncertainty.uncertainty_cos_sin
#print axioms RotorUncertainty.vonMises_saturates
```

```
'RotorUncertainty.expectation_real' depends on axioms: [propext, Classical.choice, Quot.sound]
'RotorUncertainty.uncertainty_cos_sin' depends on axioms: [propext, Classical.choice, Quot.sound]
'RotorUncertainty.vonMises_saturates' depends on axioms: [propext, Classical.choice, Quot.sound]
```
